# At fixed length and site energies ±d, a one-electron, two-site polar bond has its largest London C6 measure at hopping t = 2d

Take one electron on two sites with energies $\pm1$, placed at $\pm1$: as the hopping $t$ rises from 1 to 2 to 4, the dispersion measure $m^4/(2G)$ for two such bonds, with $m$ the transition dipole and $G$ the gap of each, goes from 0.044 up to 0.072 and back down to 0.054. The dipole saturates at $|m|=1$ while the gap $G=2\sqrt{t^2+1}$ keeps growing.

In Lean 4 with Mathlib:

```lean
import Mathlib

open Matrix

namespace PolarBondDispersion

noncomputable section

/-- Hamiltonian of one electron on two sites with energies `d` and `-d` and hopping `t`. -/
def bondH (t d : ℝ) : Matrix (Fin 2) (Fin 2) ℝ := !![d, -t; -t, -d]

/-- Position operator along a bond of length `a`, measured from the bond centre. -/
def position (a : ℝ) : Matrix (Fin 2) (Fin 2) ℝ := !![a / 2, 0; 0, -(a / 2)]

/-- `g` and `e` are real normalised eigenvectors of the bond Hamiltonian, with energies
`Eg < Ee`. -/
structure IsBondStates (t d Eg Ee : ℝ) (g e : Fin 2 → ℝ) : Prop where
  ground : bondH t d *ᵥ g = Eg • g
  excited : bondH t d *ᵥ e = Ee • e
  norm_g : g ⬝ᵥ g = 1
  norm_e : e ⬝ᵥ e = 1
  gap_pos : Eg < Ee

/-- Matrix element of the position operator between the states `g` and `e`. -/
def transitionDipole (a : ℝ) (g e : Fin 2 → ℝ) : ℝ := g ⬝ᵥ (position a *ᵥ e)

/-- London's C6 measure for two equal bonds: the fourth power of the transition dipole over
twice the gap, for `Eg < Ee`. -/
def londonC6 (a Eg Ee : ℝ) (g e : Fin 2 → ℝ) : ℝ :=
  transitionDipole a g e ^ 4 / (2 * (Ee - Eg))

/-- The closed expression in bond length, hopping and site energy, for `t` and `d` not both
zero. -/
def c6 (a t d : ℝ) : ℝ := a ^ 4 * t ^ 4 / (64 * (t ^ 2 + d ^ 2) ^ (5 / 2 : ℝ))

/-- The eigenvalue equation of the bond, written out on the two sites. -/
theorem eigen_iff (t d E : ℝ) (v : Fin 2 → ℝ) : bondH t d *ᵥ v = E • v ↔
    d * v 0 - t * v 1 = E * v 0 ∧ -t * v 0 - d * v 1 = E * v 1 := by
  have h0 : (bondH t d *ᵥ v) 0 = d * v 0 - t * v 1 := by
    simp [bondH, Matrix.mulVec, dotProduct, Fin.sum_univ_two, sub_eq_add_neg]
  have h1 : (bondH t d *ᵥ v) 1 = -t * v 0 - d * v 1 := by
    simp [bondH, Matrix.mulVec, dotProduct, Fin.sum_univ_two, sub_eq_add_neg]
  rw [funext_iff, Fin.forall_fin_two]
  simp only [h0, h1, Pi.smul_apply, smul_eq_mul]

/-- For every `t > 0` and every `d`, these explicit vectors are a ground and an excited state
of the bond. -/
theorem isBondStates_witness {t : ℝ} (d : ℝ) (ht : 0 < t) :
    let E := Real.sqrt (t ^ 2 + d ^ 2)
    let c := (Real.sqrt (t ^ 2 + (d + E) ^ 2))⁻¹
    IsBondStates t d (-E) E ![t * c, (d + E) * c] ![(d + E) * c, -(t * c)] := by
  intro E c
  have hE : 0 < E := Real.sqrt_pos.2 (by positivity)
  have hE2 : E ^ 2 = t ^ 2 + d ^ 2 := Real.sq_sqrt (by positivity)
  have hM : 0 < t ^ 2 + (d + E) ^ 2 := by positivity
  have hc : c ^ 2 * (t ^ 2 + (d + E) ^ 2) = 1 := by
    show (Real.sqrt (t ^ 2 + (d + E) ^ 2))⁻¹ ^ 2 * (t ^ 2 + (d + E) ^ 2) = 1
    rw [inv_pow, Real.sq_sqrt hM.le, inv_mul_cancel₀ hM.ne']
  clear_value c E
  refine ⟨(eigen_iff _ _ _ _).2 ⟨?_, ?_⟩, (eigen_iff _ _ _ _).2 ⟨?_, ?_⟩, ?_, ?_,
    by linarith⟩
  · show d * (t * c) - t * ((d + E) * c) = -E * (t * c)
    ring
  · show -t * (t * c) - d * ((d + E) * c) = -E * ((d + E) * c)
    linear_combination c * hE2
  · show d * ((d + E) * c) - t * (-(t * c)) = E * ((d + E) * c)
    linear_combination (-c) * hE2
  · show -t * ((d + E) * c) - d * (-(t * c)) = E * (-(t * c))
    ring
  · rw [dotProduct, Fin.sum_univ_two]
    show t * c * (t * c) + (d + E) * c * ((d + E) * c) = 1
    linear_combination hc
  · rw [dotProduct, Fin.sum_univ_two]
    show (d + E) * c * ((d + E) * c) + -(t * c) * (-(t * c)) = 1
    linear_combination hc

/-- A normalised eigenvector of the bond has an energy whose square is `t² + d²`. -/
theorem energy_sq {t d E : ℝ} {v : Fin 2 → ℝ} (h : bondH t d *ᵥ v = E • v)
    (n : v ⬝ᵥ v = 1) : E ^ 2 = t ^ 2 + d ^ 2 := by
  obtain ⟨A, B⟩ := (eigen_iff _ _ _ _).1 h
  rw [dotProduct, Fin.sum_univ_two] at n
  linear_combination (-(d * v 0 - t * v 1 + E * v 0)) * A
    - (-t * v 0 - d * v 1 + E * v 1) * B - (E ^ 2 - t ^ 2 - d ^ 2) * n

/-- The ground and excited energies are minus and plus `√(t² + d²)`. -/
theorem energies {t d Eg Ee : ℝ} {g e : Fin 2 → ℝ} (h : IsBondStates t d Eg Ee g e) :
    Eg = -Real.sqrt (t ^ 2 + d ^ 2) ∧ Ee = Real.sqrt (t ^ 2 + d ^ 2) := by
  have h1 := energy_sq h.ground h.norm_g
  have h2 := energy_sq h.excited h.norm_e
  have hgap := h.gap_pos
  have h3 : (Ee - Eg) * (Ee + Eg) = 0 := by linear_combination h2 - h1
  have h4 : Ee + Eg = 0 := (mul_eq_zero.1 h3).resolve_left (by linarith)
  have h5 : Real.sqrt (t ^ 2 + d ^ 2) = Ee := by
    rw [← h2, Real.sqrt_sq (by linarith)]
  constructor <;> linarith

/-- The squared transition dipole of the bond is `a² t² / (4 (t² + d²))`. -/
theorem dipole_sq (a : ℝ) {t d Eg Ee : ℝ} {g e : Fin 2 → ℝ}
    (h : IsBondStates t d Eg Ee g e) :
    transitionDipole a g e ^ 2 = a ^ 2 * t ^ 2 / (4 * (t ^ 2 + d ^ 2)) := by
  obtain ⟨A, B⟩ := (eigen_iff _ _ _ _).1 h.ground
  obtain ⟨C, D⟩ := (eigen_iff _ _ _ _).1 h.excited
  have ng := h.norm_g
  have ne := h.norm_e
  have hgap := h.gap_pos
  obtain ⟨hg, he⟩ := energies h
  have hS : 0 < t ^ 2 + d ^ 2 := Real.sqrt_pos.1 (by linarith)
  rw [dotProduct, Fin.sum_univ_two] at ng ne
  -- states of different energy are orthogonal
  have o : (Ee - Eg) * (g 0 * e 0 + g 1 * e 1) = 0 := by
    linear_combination e 0 * A + e 1 * B - g 0 * C - g 1 * D
  have P := (mul_eq_zero.1 o).resolve_left (by linarith)
  -- the Hamiltonian has no matrix element between them
  have K : d * (g 0 * e 0 - g 1 * e 1) - t * (g 0 * e 1 + g 1 * e 0) = 0 := by
    linear_combination g 0 * C + g 1 * D + Ee * P
  have s : (g 0 * e 0 - g 1 * e 1) ^ 2 * (t ^ 2 + d ^ 2) = t ^ 2 := by
    linear_combination (d * (g 0 * e 0 - g 1 * e 1) + t * (g 0 * e 1 + g 1 * e 0)) * K
      + t ^ 2 * (e 0 * e 0 + e 1 * e 1) * ng + t ^ 2 * ne
  have m : transitionDipole a g e = a / 2 * (g 0 * e 0 - g 1 * e 1) := by
    simp [transitionDipole, position, Matrix.mulVec, dotProduct, Fin.sum_univ_two]
    ring
  rw [m, eq_div_iff (by positivity)]
  linear_combination a ^ 2 * s

/-- London's measure of the polar bond is `a⁴ t⁴ / (64 (t² + d²)^(5/2))`. -/
theorem londonC6_eq (a : ℝ) {t d Eg Ee : ℝ} {g e : Fin 2 → ℝ}
    (h : IsBondStates t d Eg Ee g e) : londonC6 a Eg Ee g e = c6 a t d := by
  obtain ⟨hg, he⟩ := energies h
  have hgap := h.gap_pos
  have hr : 0 < Real.sqrt (t ^ 2 + d ^ 2) := by linarith
  have hS : 0 ≤ t ^ 2 + d ^ 2 := by positivity
  have hs := Real.sq_sqrt hS
  have hpow : ∀ x : ℝ, 0 ≤ x → x ^ (5 / 2 : ℝ) = Real.sqrt x ^ 5 := by
    intro x hx
    rw [Real.sqrt_eq_rpow, ← Real.rpow_natCast, ← Real.rpow_mul hx]
    norm_num
  have hp := hpow (t ^ 2 + d ^ 2) hS
  have m4 : transitionDipole a g e ^ 4 = (a ^ 2 * t ^ 2 / (4 * (t ^ 2 + d ^ 2))) ^ 2 := by
    rw [← dipole_sq a h]
    ring
  rw [londonC6, c6, m4, hp, hg, he]
  generalize Real.sqrt (t ^ 2 + d ^ 2) = r at hr hs ⊢
  have hd : 0 < 2 * (r - -r) := by linarith
  rw [← hs, div_pow, div_div, div_eq_div_iff (by positivity) (by positivity)]
  ring

/-- At fixed hopping `t > 0` and length `a > 0`, the measure decreases strictly with the
site energy `d ≥ 0`. -/
theorem c6_strictAnti_polarity {a t : ℝ} (ha : 0 < a) (ht : 0 < t) :
    StrictAntiOn (fun d => c6 a t d) (Set.Ici 0) := by
  intro x hx y _ hxy
  have hx0 : 0 ≤ x := hx
  have h1 : t ^ 2 + x ^ 2 < t ^ 2 + y ^ 2 := by nlinarith
  have h2 := Real.rpow_lt_rpow (by positivity) h1 (by norm_num : (0 : ℝ) < 5 / 2)
  exact div_lt_div_of_pos_left (by positivity) (by positivity) (by linarith)

/-- For `d > 0`, the response of the measure to the hopping carries the factor `4d² - t²`. -/
theorem hasDerivAt_c6 (a t : ℝ) {d : ℝ} (hd : 0 < d) :
    HasDerivAt (fun s => c6 a s d)
      (a ^ 4 * t ^ 3 * (4 * d ^ 2 - t ^ 2) / (64 * (t ^ 2 + d ^ 2) ^ (7 / 2 : ℝ))) t := by
  have hS : 0 < t ^ 2 + d ^ 2 := by positivity
  have h1 : HasDerivAt (fun s : ℝ => s ^ 2 + d ^ 2) (2 * t) t := by
    simpa using (hasDerivAt_pow 2 t).add_const (d ^ 2)
  have h2 := (h1.rpow_const (p := 5 / 2) (Or.inl hS.ne')).const_mul 64
  have h3 : HasDerivAt (fun s : ℝ => s ^ 4) (4 * t ^ 3) t := by
    simpa using hasDerivAt_pow 4 t
  have hq : 64 * (t ^ 2 + d ^ 2) ^ (5 / 2 : ℝ) ≠ 0 := by positivity
  have h4 : HasDerivAt (fun s => c6 a s d) _ t := (h3.const_mul (a ^ 4)).fun_div h2 hq
  refine h4.congr_deriv ?_
  -- all powers are expressed through the power 3/2
  have e1 : (t ^ 2 + d ^ 2) ^ (5 / 2 - 1 : ℝ) = (t ^ 2 + d ^ 2) ^ (3 / 2 : ℝ) := by
    norm_num
  have e2 : (t ^ 2 + d ^ 2) ^ (5 / 2 : ℝ)
      = (t ^ 2 + d ^ 2) ^ (3 / 2 : ℝ) * (t ^ 2 + d ^ 2) := by
    rw [show (5 / 2 : ℝ) = 3 / 2 + 1 by norm_num, Real.rpow_add hS, Real.rpow_one]
  have e3 : (t ^ 2 + d ^ 2) ^ (7 / 2 : ℝ)
      = (t ^ 2 + d ^ 2) ^ (3 / 2 : ℝ) * (t ^ 2 + d ^ 2) ^ 2 := by
    rw [show (7 / 2 : ℝ) = 3 / 2 + 2 by norm_num, Real.rpow_add hS, Real.rpow_two]
  have hw : 0 < (t ^ 2 + d ^ 2) ^ (3 / 2 : ℝ) := Real.rpow_pos_of_pos hS _
  simp only [e1, e2, e3]
  generalize (t ^ 2 + d ^ 2) ^ (3 / 2 : ℝ) = w at hw ⊢
  rw [div_eq_div_iff (by positivity) (by positivity)]
  ring

/-- For `a, d > 0`, stronger hopping raises the measure for `0 ≤ t ≤ 2d` and lowers it for
`t ≥ 2d`, strictly in both ranges. -/
theorem c6_hopping {a d : ℝ} (ha : 0 < a) (hd : 0 < d) :
    StrictMonoOn (fun t => c6 a t d) (Set.Icc 0 (2 * d)) ∧
      StrictAntiOn (fun t => c6 a t d) (Set.Ici (2 * d)) := by
  constructor
  · refine strictMonoOn_of_deriv_pos (convex_Icc _ _)
      (fun x _ => (hasDerivAt_c6 a x hd).continuousAt.continuousWithinAt) ?_
    intro x hx
    rw [interior_Icc] at hx
    obtain ⟨hx0, hx1⟩ := hx
    rw [(hasDerivAt_c6 a x hd).deriv]
    have h : 0 < 4 * d ^ 2 - x ^ 2 := by nlinarith
    exact div_pos (mul_pos (by positivity) h) (by positivity)
  · refine strictAntiOn_of_deriv_neg (convex_Ici _)
      (fun x _ => (hasDerivAt_c6 a x hd).continuousAt.continuousWithinAt) ?_
    intro x hx
    rw [interior_Ici] at hx
    have hx1 : 2 * d < x := hx
    have hx0 : 0 < x := by linarith
    rw [(hasDerivAt_c6 a x hd).deriv]
    have h : 4 * d ^ 2 - x ^ 2 < 0 := by nlinarith
    exact div_neg_of_neg_of_pos (mul_neg_of_pos_of_neg (by positivity) h) (by positivity)

/-- For `a, d > 0`, a bond with hopping `t ≥ 0` other than `2d` has a strictly smaller London
measure than the bond with hopping `2d` and the same `a` and `d`. -/
theorem londonC6_lt_max {a t d Eg Ee Eg' Ee' : ℝ} {g e g' e' : Fin 2 → ℝ}
    (ha : 0 < a) (hd : 0 < d) (ht : 0 ≤ t) (hne : t ≠ 2 * d)
    (h : IsBondStates t d Eg Ee g e) (h' : IsBondStates (2 * d) d Eg' Ee' g' e') :
    londonC6 a Eg Ee g e < londonC6 a Eg' Ee' g' e' := by
  rw [londonC6_eq a h, londonC6_eq a h']
  obtain ⟨up, down⟩ := c6_hopping ha hd
  rcases lt_or_gt_of_ne hne with hlt | hgt
  · exact up ⟨ht, hlt.le⟩ ⟨by positivity, le_rfl⟩ hlt
  · exact down (Set.mem_Ici.2 le_rfl) (Set.mem_Ici.2 (le_of_lt hgt)) hgt

end

end PolarBondDispersion
```

```lean
#print axioms PolarBondDispersion.c6_strictAnti_polarity
-- 'PolarBondDispersion.c6_strictAnti_polarity' depends on axioms: [propext, Classical.choice, Quot.sound]
#print axioms PolarBondDispersion.londonC6_lt_max
-- 'PolarBondDispersion.londonC6_lt_max' depends on axioms: [propext, Classical.choice, Quot.sound]
```

## The bond and its measure

`bondH t d` is the Hamiltonian $H$ with site energies $d,-d$ and hopping element $-t$, and `position a` is the position operator $x$, with the sites at $\pm a/2$. `IsBondStates` says that $g$ and $e$ are real normalised eigenvectors with energies $E_g<E_e$. Their overall signs are free and do not affect $m^4$. `isBondStates_witness` supplies such a pair explicitly for every $t>0$ and every $d$.

`londonC6` is a definition: $m^4/(2G)$ with $m=g\cdot(xe)$ and $G=E_e-E_g$. It stands for the second-order process in which two equal bonds are excited together: the dipole coupling contributes $m^2$, which is squared, and the energy denominator is $2G$. The geometric factor and the units are left out, as are the electrostatics and induction due to permanent dipoles.

`londonC6_eq` gives, for any such states,

$$\frac{m^4}{2G}=\frac{a^4t^4}{64\,(t^2+d^2)^{5/2}},$$

which the file calls `c6 a t d`. For $a,t>0$ it decreases strictly in $d\ge0$. For $a,d>0$ it increases strictly in $t$ on $[0,2d]$ and decreases strictly on $[2d,\infty)$. `londonC6_lt_max` states the consequence for eigenstates: every bond with $t\ge0$ and $t\ne2d$ has a strictly smaller measure than the bond with $t=2d$.

For electronic structure this means that, in this one-electron, two-level model with fixed length, greater delocalisation does not by itself determine whether dispersion grows or shrinks.

## From the eigenvalue equations to the closed form

For an eigenvector $v$ with energy $E$, `eigen_iff` writes out

$$dv_0-tv_1=Ev_0,\qquad -tv_0-dv_1=Ev_1.$$

Squaring and adding gives $(t^2+d^2)(v_0^2+v_1^2)=E^2(v_0^2+v_1^2)$, so normalisation yields $E^2=t^2+d^2$ (`energy_sq`). Since $E_g<E_e$, the energies are $\mp r$ with $r=\sqrt{t^2+d^2}>0$ (`energies`), and $G=2r$.

For the dipole, the symmetry of $H$ gives $(E_e-E_g)\,g\cdot e=0$, hence $g\cdot e=0$ and $g\cdot He=E_e\,g\cdot e=0$. Put

$$p=g_0e_0-g_1e_1,\qquad q=g_0e_1+g_1e_0.$$

The vanishing matrix element reads $dp=tq$, and normalisation gives $p^2+q^2=(g_0^2+g_1^2)(e_0^2+e_1^2)=1$. Therefore

$$p^2(t^2+d^2)=t^2p^2+t^2q^2=t^2.$$

Since $m=ap/2$, we get $m^2=a^2t^2/(4r^2)$. In `dipole_sq` these steps are `o` and `P` for orthogonality, `K` for the matrix element and `s` for the last identity; `linear_combination` names the multiples of the equations to be added. Then

$$\frac{m^4}{2G}=\frac{a^4t^4}{16r^4}\cdot\frac1{4r}=\frac{a^4t^4}{64r^5}.$$

`londonC6_eq` does this division after rewriting the power $5/2$ as the fifth power of a square root.

## Two branches in the hopping

Increasing $d\ge0$ enlarges only the denominator, which is the argument of `c6_strictAnti_polarity`. The hopping enters both numerator and denominator. With $S=t^2+d^2$,

$$\frac{d}{dt}\,t^4S^{-5/2}=4t^3S^{-5/2}-5t^5S^{-7/2}=\frac{t^3(4d^2-t^2)}{S^{7/2}}.$$

`hasDerivAt_c6` proves this with the factor $a^4/64$, expressing all powers through $S^{3/2}$ so that `ring` can finish. The derivative is positive for $0<t<2d$ and negative for $t>2d$. `c6_hopping` turns these signs into strict monotonicity on the two closed ranges, using continuity at the endpoints. `londonC6_lt_max` then compares $t$ with $2d$ on whichever branch contains it.

Without the hypothesis $t\ge0$, the strict inequality fails at $d=1$, $t=-2$: only even powers of $t$ occur, so this bond ties with the one at $t=2$. Excluding the single value $t=-2d$ would already remove the tie.
